# Time reversal that fixes every Majorana operator rules out real antisymmetric couplings in \(i\sum A_{jk}g_jg_k\), but not quartic products

Two Majorana zero modes \(g_1,g_2\) at the end of a superconducting wire, normalised to \(g_j^2=1\), share two states of equal energy. If nothing forbids the term \(i a\,g_1g_2\) with real \(a\neq0\), these states split to energies \(\pm a\), and the degeneracy is lost. I have read that time reversal forbids this term when it leaves every \(g_j\) unchanged, yet still allows four-operator interactions. But if \(T\) fixes \(g_1\) and \(g_2\), it also fixes \(g_1g_2\). How can it forbid a pair and allow a product of four?

## The factor \(i\) changes sign, the operators do not

You are right that \(T\) fixes \(g_1g_2\). What it reverses is the factor \(i\) in front. For Hermitian, anticommuting \(g_j\), a product of two different ones is anti-Hermitian, so a real coupling needs that factor. A product of four different ones is already Hermitian and needs none.

Let the \(g_j\) satisfy \(g_jg_k+g_kg_j=2\delta_{jk}\), let \(A\) be real and antisymmetric, and set

\[
H(A)=i\sum_{j,k}A_{jk}\,g_jg_k .
\]

Let \(T\) be conjugate-linear and multiplicative, with \(T1=1\) and \(Tg_j=s_jg_j\) for real \(s_j\). Your case is \(s_j=1\) for all \(j\).

**The Hamiltonian determines its couplings.** For one pair,

\[
[g_jg_k,g_l]=g_j\{g_k,g_l\}-\{g_j,g_l\}g_k=2\delta_{kl}\,g_j-2\delta_{jl}\,g_k .
\]

Summing and using \(A_{lj}=-A_{jl}\) gives

\[
[H(A),g_l]=2i\sum_jA_{jl}\,g_j-2i\sum_kA_{lk}\,g_k=4i\sum_jA_{jl}\,g_j,
\qquad
\{[H(A),g_l],g_m\}=8i\,A_{ml}.
\]

So if \(H(A)=0\) and \(1\neq0\) in the algebra, then \(A=0\).

**Time reversal changes the couplings.** Since \(T\) conjugates \(i\) and leaves the real \(A_{jk}\) alone,

\[
T H(A)=-i\sum_{j,k}s_js_kA_{jk}\,g_jg_k=H(A'),\qquad A'_{jk}=-s_js_kA_{jk}.
\]

If \(TH(A)=H(A)\), then \(H(A-A')=0\). The matrix \(A-A'\) is again antisymmetric, so \((1+s_js_k)A_{jk}=0\). For \(s_j=s_k\) the bracket is \(1+s_k^2>0\), and \(A_{jk}=0\).

Conversely, applying \(T\) to \(g_j^2=1\) gives \(s_j^2=1\), so unequal signs have product \(-1\). If \(A\) couples only operators of unequal sign, then \(A'=A\) and \(H(A)\) is invariant.

When all signs are \(+1\), every pair has equal signs, so invariance of \(H(A)\) forces \(A=0\). A product of four is fixed factor by factor, and a real coefficient in front is unchanged.

**Two operators.** Take \(A_{12}=-A_{21}=a/2\), so that \(H=i a\,g_1g_2\) and \(H^2=a^2\). With \(g_1=\sigma_x\), \(g_2=\sigma_z\) and \(T\) entrywise complex conjugation, \(H=a\sigma_y\). Both operators are real matrices, while \(H\) is imaginary and changes sign. With a single operator there is nothing to forbid, because antisymmetry already makes \(A\) zero.

## What the theorems say about the wire

The central statement is `invariant_iff`: \(H(A)\) is invariant exactly when \(A_{jk}=0\) for all \(j,k\) with \(s_j=s_k\). Your question is answered by `quadratic_forbidden`, together with `quartic_fixed` for single products and `interaction_allowed` for sums with real coefficients `V`.

- `R` is the complex algebra of operators, and `ι` labels the modes. It is finite wherever a sum appears. `Nontrivial R` means \(1\neq0\), which holds for operators on any nonzero state space.
- `IsMajorana g` fixes the normalisation \(g_j^2=1\); some texts use \(1/2\).
- `T` is the action of time reversal on operators, not the antiunitary operator on states. It is a ring homomorphism and need not be invertible, so automorphisms are included.
- `IsTimeReversal T g s` says that `T` is conjugate-linear and does not mix the modes. The case `fun _ => 1` is the one in which `T` fixes every mode. Applied twice, such a `T` returns every \(g_j\). The ordinary time reversal of spin-1/2 electrons, which applied twice reverses the sign of every electron operator, is therefore not covered.
- `hamiltonian A g` sums over both orders of each pair, without the prefactor \(1/4\) found in many texts.

The algebra carries no adjoint, so Hermiticity enters only through the choice of a real antisymmetric `A`. The coefficients `V` are arbitrary real numbers, and a sum with repeated indices need not be Hermitian.

For a finite set of end modes that `T` fixes one by one, no time-reversal-invariant quadratic perturbation of this form can couple them, whereas a quartic interaction may if there are at least four of them. The step left to the physics is the identification of the wire's low-energy end modes with exact operators \(g_j\) of this kind.

In Lean 4 with Mathlib:

```lean
import Mathlib

open ComplexConjugate

namespace MajoranaTimeReversal

noncomputable section

/-- Majorana operators: each squares to one and different ones anticommute. -/
structure IsMajorana {ι R : Type*} [Ring R] (g : ι → R) : Prop where
  sq : ∀ j, g j * g j = 1
  anti : ∀ j k, j ≠ k → g j * g k = -(g k * g j)

/-- A time reversal `T` is conjugate-linear and multiplies each operator `g j` by a real
number `s j`. -/
structure IsTimeReversal {ι R : Type*} [Ring R] [Algebra ℂ R]
    (T : R →+* R) (g : ι → R) (s : ι → ℝ) : Prop where
  conj_smul : ∀ (c : ℂ) (x : R), T (c • x) = conj c • T x
  map_g : ∀ j, T (g j) = (s j : ℂ) • g j

/-- The quadratic Hamiltonian `H = i ∑ A_jk g_j g_k` with real couplings `A`. -/
def hamiltonian {ι R : Type*} [Fintype ι] [Ring R] [Algebra ℂ R]
    (A : Matrix ι ι ℝ) (g : ι → R) : R :=
  Complex.I • ∑ j, ∑ k, (A j k : ℂ) • (g j * g k)

variable {ι R : Type*} [Ring R] [Algebra ℂ R] {g : ι → R} {T : R →+* R} {s : ι → ℝ}

/-- The anticommutator of two Majorana operators is two if they are the same and zero
otherwise. -/
theorem anticommutator [DecidableEq ι] (hg : IsMajorana g) (j k : ι) :
    g j * g k + g k * g j = (if j = k then (2 : ℂ) else 0) • (1 : R) := by
  by_cases h : j = k
  · subst h
    rw [if_pos rfl, hg.sq, two_smul]
  · rw [if_neg h, hg.anti j k h, zero_smul, neg_add_cancel]

/-- For antisymmetric `A`, the commutator of the quadratic Hamiltonian with `g l`, followed by
the anticommutator with `g m`, is the number `8 i A_ml`. -/
theorem coupling_readout [Fintype ι] (hg : IsMajorana g) (A : Matrix ι ι ℝ)
    (hA : A.transpose = -A) (l m : ι) :
    (hamiltonian A g * g l - g l * hamiltonian A g) * g m
      + g m * (hamiltonian A g * g l - g l * hamiltonian A g)
      = (8 * Complex.I * (A m l : ℂ)) • (1 : R) := by
  classical
  -- the commutator of a pair with `g l` leaves single operators
  have hc : ∀ j k, g j * g k * g l - g l * (g j * g k)
      = (if k = l then (2 : ℂ) else 0) • g j - (if j = l then (2 : ℂ) else 0) • g k := by
    intro j k
    calc g j * g k * g l - g l * (g j * g k)
        = g j * (g k * g l + g l * g k) - (g j * g l + g l * g j) * g k := by noncomm_ring
      _ = _ := by
        rw [anticommutator hg k l, anticommutator hg j l, mul_smul_comm, smul_mul_assoc,
          mul_one, one_mul]
  -- the anticommutator with `g m` then leaves a number
  have hp : ∀ j k, (g j * g k * g l - g l * (g j * g k)) * g m
      + g m * (g j * g k * g l - g l * (g j * g k))
      = ((if k = l then (2 : ℂ) else 0) * (if j = m then (2 : ℂ) else 0)
        - (if j = l then (2 : ℂ) else 0) * (if k = m then (2 : ℂ) else 0)) • (1 : R) := by
    intro j k
    rw [hc, sub_smul, ← smul_smul, ← smul_smul, ← anticommutator hg j m,
      ← anticommutator hg k m]
    simp only [sub_mul, mul_sub, smul_mul_assoc, mul_smul_comm, smul_add]
    abel
  have hs : ∀ (f : ι → ℂ) (a : ι), ∑ k, f k * (if k = a then (2 : ℂ) else 0) = f a * 2 := by
    intro f a
    simp
  have hA' : (A l m : ℂ) = -(A m l : ℂ) := by
    have h : A l m = -A m l := congrFun (congrFun hA m) l
    rw [h, Complex.ofReal_neg]
  have hin : ∀ j, ∑ k, (A j k : ℂ) *
      ((if k = l then (2 : ℂ) else 0) * (if j = m then (2 : ℂ) else 0)
        - (if j = l then (2 : ℂ) else 0) * (if k = m then (2 : ℂ) else 0))
      = ((A j l : ℂ) * 2) * (if j = m then (2 : ℂ) else 0)
        - ((A j m : ℂ) * 2) * (if j = l then (2 : ℂ) else 0) := by
    intro j
    rw [← hs (fun k => (A j k : ℂ)) l, ← hs (fun k => (A j k : ℂ)) m,
      Finset.sum_mul, Finset.sum_mul, ← Finset.sum_sub_distrib]
    exact Finset.sum_congr rfl fun k _ => by ring
  have hD : (hamiltonian A g * g l - g l * hamiltonian A g) * g m
      + g m * (hamiltonian A g * g l - g l * hamiltonian A g)
      = Complex.I • ∑ j, ∑ k, (A j k : ℂ) •
        ((g j * g k * g l - g l * (g j * g k)) * g m
          + g m * (g j * g k * g l - g l * (g j * g k))) := by
    simp only [hamiltonian, Finset.sum_mul, Finset.mul_sum, smul_mul_assoc, mul_smul_comm,
      ← smul_sub, ← smul_add, ← Finset.sum_sub_distrib, ← Finset.sum_add_distrib]
  rw [hD]
  simp only [hp, smul_smul, ← Finset.sum_smul]
  congr 1
  simp only [hin]
  rw [Finset.sum_sub_distrib, hs, hs, hA']
  ring

/-- In a nontrivial algebra, a quadratic Majorana Hamiltonian with antisymmetric couplings
vanishes only if all its couplings vanish. -/
theorem couplings_eq_zero [Fintype ι] [Nontrivial R] (hg : IsMajorana g) (A : Matrix ι ι ℝ)
    (hA : A.transpose = -A) (hH : hamiltonian A g = 0) : A = 0 := by
  ext m l
  have h := coupling_readout hg A hA l m
  rw [hH] at h
  simp only [zero_mul, mul_zero, sub_zero, add_zero] at h
  rcases smul_eq_zero.mp h.symm with h1 | h1
  · simpa [Complex.I_ne_zero] using h1
  · exact absurd h1 one_ne_zero

/-- In a nontrivial algebra, time reversal leaves each Majorana operator unchanged or
reverses its sign. -/
theorem sign_eq [Nontrivial R] (hg : IsMajorana g) (hT : IsTimeReversal T g s) (j : ι) :
    s j = 1 ∨ s j = -1 := by
  have h := congrArg T (hg.sq j)
  rw [map_mul, map_one, hT.map_g, smul_mul_assoc, mul_smul_comm, smul_smul, hg.sq] at h
  have h0 : ((s j : ℂ) * (s j : ℂ) - 1) • (1 : R) = 0 := by
    rw [sub_smul, h, one_smul, sub_self]
  rcases smul_eq_zero.mp h0 with h1 | h1
  · have h2 : s j * s j = 1 := by exact_mod_cast sub_eq_zero.mp h1
    exact mul_self_eq_one_iff.mp h2
  · exact absurd h1 one_ne_zero

/-- Time reversal turns the coupling `A_jk` of a quadratic Hamiltonian into
`-s_j s_k A_jk`. -/
theorem map_hamiltonian [Fintype ι] (hT : IsTimeReversal T g s) (A : Matrix ι ι ℝ) :
    T (hamiltonian A g) = hamiltonian (Matrix.of fun j k => -(s j * s k * A j k)) g := by
  simp only [hamiltonian, hT.conj_smul, map_sum, map_mul, hT.map_g, Complex.conj_I,
    Complex.conj_ofReal, Matrix.of_apply, Finset.smul_sum]
  refine Finset.sum_congr rfl fun j _ => Finset.sum_congr rfl fun k _ => ?_
  simp only [smul_mul_assoc, mul_smul_comm, smul_smul]
  congr 1
  push_cast
  ring

/-- In a nontrivial algebra, a quadratic Majorana Hamiltonian with real antisymmetric couplings
is time-reversal invariant exactly when it couples no two operators of equal sign under `T`. -/
theorem invariant_iff [Fintype ι] [Nontrivial R] (hg : IsMajorana g)
    (hT : IsTimeReversal T g s) (A : Matrix ι ι ℝ) (hA : A.transpose = -A) :
    T (hamiltonian A g) = hamiltonian A g ↔ ∀ j k, s j = s k → A j k = 0 := by
  rw [map_hamiltonian hT]
  constructor
  · intro h j k hjk
    -- the difference of the two Hamiltonians has couplings `(1 + s_j s_k) A_jk`
    have h0 : hamiltonian (A - Matrix.of fun j k => -(s j * s k * A j k)) g = 0 := by
      have hsub : hamiltonian (A - Matrix.of fun j k => -(s j * s k * A j k)) g
          = hamiltonian A g - hamiltonian (Matrix.of fun j k => -(s j * s k * A j k)) g := by
        simp only [hamiltonian, Matrix.sub_apply, Complex.ofReal_sub, sub_smul,
          Finset.sum_sub_distrib, smul_sub]
      rw [hsub, h, sub_self]
    have hB := couplings_eq_zero hg _ (by
      ext a b
      have hab : A b a = -A a b := congrFun (congrFun hA a) b
      simp only [Matrix.transpose_apply, Matrix.sub_apply, Matrix.neg_apply, Matrix.of_apply,
        hab]
      ring) h0
    have he : A j k - -(s j * s k * A j k) = 0 := congrFun (congrFun hB j) k
    rw [hjk] at he
    have hm : (1 + s k * s k) * A j k = 0 := by linear_combination he
    have hpos : 1 + s k * s k ≠ 0 := by nlinarith [mul_self_nonneg (s k)]
    exact (mul_eq_zero.mp hm).resolve_left hpos
  · intro h
    congr 1
    ext j k
    rw [Matrix.of_apply]
    by_cases hjk : s j = s k
    · rw [h j k hjk, mul_zero, neg_zero]
    · -- unequal signs have product `-1`, which cancels the sign from conjugating `i`
      rcases sign_eq hg hT j with hj | hj <;> rcases sign_eq hg hT k with hk | hk <;>
        simp_all

/-- In a nontrivial algebra, if time reversal fixes every Majorana operator, then the only
invariant quadratic Hamiltonian with real antisymmetric couplings has `A = 0`. -/
theorem quadratic_forbidden [Fintype ι] [Nontrivial R] (hg : IsMajorana g)
    (hT : IsTimeReversal T g (fun _ => 1)) (A : Matrix ι ι ℝ) (hA : A.transpose = -A)
    (h : T (hamiltonian A g) = hamiltonian A g) : A = 0 := by
  ext j k
  exact (invariant_iff hg hT A hA).mp h j k rfl

/-- If time reversal fixes every `g j`, it fixes every product of four of them. -/
theorem quartic_fixed (hT : IsTimeReversal T g (fun _ => 1)) (j k l m : ι) :
    T (g j * g k * g l * g m) = g j * g k * g l * g m := by
  simp only [map_mul, hT.map_g, Complex.ofReal_one, one_smul]

/-- If time reversal fixes every `g j`, it fixes every quartic interaction with real
coefficients `V`. -/
theorem interaction_allowed [Fintype ι] (hT : IsTimeReversal T g (fun _ => 1))
    (V : ι → ι → ι → ι → ℝ) :
    T (∑ j, ∑ k, ∑ l, ∑ m, (V j k l m : ℂ) • (g j * g k * g l * g m))
      = ∑ j, ∑ k, ∑ l, ∑ m, (V j k l m : ℂ) • (g j * g k * g l * g m) := by
  simp only [map_sum, hT.conj_smul, Complex.conj_ofReal, quartic_fixed hT]

/-- The three Pauli matrices in the order x, z, y. -/
def pauli : Fin 3 → Matrix (Fin 2) (Fin 2) ℂ :=
  ![!![0, 1; 1, 0], !![1, 0; 0, -1], !![0, -Complex.I; Complex.I, 0]]

/-- The Pauli matrices are Majorana operators, and entrywise complex conjugation is a time
reversal that fixes the x and z matrices and reverses the y matrix. -/
theorem pauli_witness : IsMajorana pauli ∧
    IsTimeReversal (starRingEnd ℂ).mapMatrix pauli ![1, 1, -1] := by
  refine ⟨⟨?_, ?_⟩, ⟨?_, ?_⟩⟩
  · intro j
    fin_cases j <;> ext a b <;> fin_cases a <;> fin_cases b <;>
      simp [pauli, Matrix.mul_apply, Fin.sum_univ_succ]
  · intro j k h
    fin_cases j <;> fin_cases k <;> first
      | exact absurd rfl h
      | (ext a b; fin_cases a <;> fin_cases b <;>
          simp [pauli, Matrix.mul_apply, Fin.sum_univ_succ])
  · intro c M
    ext a b
    simp [RingHom.mapMatrix_apply]
  · intro j
    fin_cases j <;> ext a b <;> fin_cases a <;> fin_cases b <;>
      simp [pauli, RingHom.mapMatrix_apply]

end

end MajoranaTimeReversal
```

```lean
#print axioms MajoranaTimeReversal.quadratic_forbidden
#print axioms MajoranaTimeReversal.interaction_allowed
```

```
'MajoranaTimeReversal.quadratic_forbidden' depends on axioms: [propext, Classical.choice, Quot.sound]
'MajoranaTimeReversal.interaction_allowed' depends on axioms: [propext, Classical.choice, Quot.sound]
```

## From the commutator to the vanishing couplings

`anticommutator` combines the two Majorana relations into \(2\delta_{jk}\), written with `if`. In `coupling_readout`, `hc` is the commutator of one pair with \(g_l\), and `hp` is the anticommutator with \(g_m\) that follows. `hD` moves both operations inside the double sum, `hin` and `hs` collapse the Kronecker deltas, and `hA'` uses antisymmetry to merge the two remaining terms into \(8iA_{ml}\). `couplings_eq_zero` sets \(H=0\) in this identity and uses \(1\neq0\).

`sign_eq` applies `T` to \(g_j^2=1\). `map_hamiltonian` carries `T` through the sums and products, and `Complex.conj_I` supplies the minus sign.

In the forward half of `invariant_iff`, `h0` is \(H(A-A')=0\), `hB` gives \(A-A'=0\), and `hpos` is the positivity of \(1+s_k^2\). The reverse half checks \(A'=A\) entry by entry, with `sign_eq` supplying the possible signs. `quadratic_forbidden` is then the case in which all signs are \(+1\). The quartic theorems need only the properties of `T`, not the Majorana relations.

`pauli_witness` gives a concrete example with mixed signs, verified entry by entry: \(\sigma_x\) and \(\sigma_z\) are fixed by complex conjugation and \(\sigma_y\) is reversed. There the coupling between \(\sigma_x\) and \(\sigma_z\) is forbidden, while each may couple to \(\sigma_y\). The example is purely algebraic: no fermion parity operator on a two-dimensional space anticommutes with all three matrices, so they do not describe three modes of a wire.
